# On a C² potential, the gradient keeps its direction along adjugate Newton trajectories, even through singular Hessians

## Trajectories on a time interval

The trajectories here solve \(x'=-\operatorname{adj}(H(x))\,g(x)\), where \(g\) and \(H\) are the gradient and Hessian of a potential \(V\) on \(\mathbb R^n\). Such a curve need not exist for all times. In one dimension the adjugate is 1, and \(V=x^3/3-x\) gives \(x'=1-x^2\), whose solutions starting below \(-1\) reach \(-\infty\) in finite time. The equation is therefore required only on an open interval \(I\) containing 0.

## Newton's direction without the inverse

The continuous Newton equation \(x'=-H^{-1}g\) breaks down where \(H\) is singular. For invertible \(H\), \(\operatorname{adj}(H)=\det(H)\,H^{-1}\), so the adjugate equation follows the same line of motion with its velocity multiplied by \(\det H\). The sense of motion is reversed where \(\det H<0\). The entries of the adjugate are polynomials in those of \(H\), so the right-hand side remains defined at singular Hessians.

In structure optimization, curves of constant gradient direction can connect minima with saddle points; the result shows that adjugate Newton trajectories keep the direction of a nonzero gradient, in continuous time and on a surface modelled as C² on all of \(\mathbb R^n\). It does not say that every curve of constant gradient direction is such a trajectory.

## The exponential law and its Lean form

Let \(V\) be C² and let \(x\) be a trajectory on \(I\). Then, for every \(t\in I\),

\[
g(x(t))=\exp\!\Big(-\int_0^t\det H(x(s))\,ds\Big)\,g(x(0)).
\]

This is `gradient_along_trajectory`. Its ingredients correspond to the physics as follows.

- A configuration is a function `ι → ℝ`, with one real coordinate for each element of the finite index type `ι`.
- `grad V p` has components \(g_i=\partial_iV\), and `hess V p` has entries \(H_{ij}=\partial_jg_i\). Both are taken in the given coordinates, without mass weighting or another metric.
- `ContDiff ℝ 2 V` says that \(V\) is C² everywhere. This excludes cusps and Coulomb singularities.
- `IsTrajectory V x I` says that the differential equation holds at each time in `I`. When `I` is open, as in the theorems below that integrate along the curve, the values of `x` at other times play no part.
- `IsOpen I` and `I.OrdConnected` together make `I` an open interval, bounded or not.

The trajectory is a hypothesis: the general theorems do not supply a solution for given initial data, nor say that a solution reaches or leaves a singular point. It may rest at one where \(\operatorname{adj}(H)g=0\). Errors of a numerical integrator with finite steps are not treated.

`gradient_direction_fixed` adds that a nonzero initial gradient stays nonzero and on the same ray. Both parts matter, because `SameRay` also accepts a zero vector.

## From the chain rule to a conserved vector

Since \(V\) is C², each \(g_i\) is C¹, and the chain rule gives

\[
\frac{d}{dt}g_i(x(t))=\sum_j H_{ij}(x(t))\,x_j'(t).
\]

Inserting the equation of motion and using \(H\operatorname{adj}(H)=\det(H)\,\mathbf 1\), which holds for every square matrix, singular or not, gives

\[
\frac{d}{dt}g(x(t))=-H\operatorname{adj}(H)\,g=-\det(H)\,g .
\]

All nonzero components thus change at the same relative rate. The function \(\det H(x(s))\) is continuous on \(I\), so \(E(t)=\int_0^t\det H(x(s))\,ds\) has derivative \(\det H(x(t))\). The product rule yields

\[
\frac{d}{dt}\big(e^{E}g\big)=e^{E}\det(H)\,g-e^{E}\det(H)\,g=0 .
\]

On an interval, \(e^{E}g\) is therefore constant. Its value at \(t=0\) is \(g(x(0))\), because \(E(0)=0\), and multiplication by \(e^{-E(t)}\) gives the law. The factor is positive, so the gradient can neither reverse nor reach zero within \(I\) if it starts nonzero. The length of a nonzero gradient decreases while \(\det H>0\) and increases while \(\det H<0\).

## A curve that crosses a singular Hessian

For \(V(x,y)=x^3/3-x+y^2/2\), the gradient is \((x^2-1,\,y)\) and the Hessian is \(\operatorname{diag}(2x,1)\), with adjugate \(\operatorname{diag}(1,2x)\). The equations of motion are

\[
x'=1-x^2,\qquad y'=-2xy .
\]

For any real \(c\), they are solved by \(x=\tanh t\), \(y=c/\cosh^2t\), since \(x'=1/\cosh^2t\) and \(y'=-2c\sinh t/\cosh^3t\). Along this curve

\[
\det H=2\tanh t,\qquad g=\frac{1}{\cosh^2t}\,(-1,c).
\]

The determinant changes sign at \(t=0\), where the curve passes with velocity \((1,0)\), while the gradient keeps its direction. The limits of the curve are the saddle \((-1,0)\) as \(t\to-\infty\) and the minimum \((1,0)\) as \(t\to\infty\).

## The Lean file

```lean
import Mathlib

open Matrix

namespace AdjugateNewtonTrajectory

noncomputable section

variable {ι : Type*} [Fintype ι] [DecidableEq ι]

/-- The gradient of a potential `V`: the vector of its partial derivatives. -/
def grad (V : (ι → ℝ) → ℝ) (p : ι → ℝ) : ι → ℝ :=
  fun i => fderiv ℝ V p (Pi.single i 1)

/-- The Hessian of `V`: the matrix of partial derivatives of the gradient. -/
def hess (V : (ι → ℝ) → ℝ) (p : ι → ℝ) : Matrix ι ι ℝ :=
  Matrix.of fun i j => fderiv ℝ (fun q => grad V q i) p (Pi.single j 1)

/-- The curve `x` obeys `x' = -adj(H(x)) g(x)` at every time in `I`. -/
def IsTrajectory (V : (ι → ℝ) → ℝ) (x : ℝ → ι → ℝ) (I : Set ℝ) : Prop :=
  ∀ t ∈ I, HasDerivAt x (-((hess V (x t)).adjugate *ᵥ grad V (x t))) t

/-- Each component of the gradient of a C² potential is a C¹ function. -/
theorem contDiff_grad {V : (ι → ℝ) → ℝ} (hV : ContDiff ℝ 2 V) (i : ι) :
    ContDiff ℝ 1 (fun p => grad V p i) := by
  have h : ContDiff ℝ 1 (fderiv ℝ V) :=
    hV.fderiv_right (le_of_eq one_add_one_eq_two)
  exact h.clm_apply contDiff_const

/-- Along a differentiable curve on a C² potential, the gradient changes at the rate
Hessian times velocity. -/
theorem hasDerivAt_grad {V : (ι → ℝ) → ℝ} (hV : ContDiff ℝ 2 V)
    {x : ℝ → ι → ℝ} {v : ι → ℝ} {t : ℝ} (hx : HasDerivAt x v t) :
    HasDerivAt (fun s => grad V (x s)) (hess V (x t) *ᵥ v) t := by
  refine hasDerivAt_pi.2 fun i => ?_
  have hd : DifferentiableAt ℝ (fun p => grad V p i) (x t) :=
    (contDiff_grad hV i).differentiable (by norm_num) (x t)
  have h := hd.hasFDerivAt.comp_hasDerivAt t hx
  refine h.congr_deriv ?_
  -- expand the velocity in Cartesian unit vectors
  have hv : v = ∑ j, v j • (Pi.single j (1 : ℝ) : ι → ℝ) := by
    ext k
    simp [Finset.sum_apply, Pi.single_apply]
  conv_lhs => rw [hv]
  rw [map_sum]
  simp only [map_smul, smul_eq_mul, Matrix.mulVec, dotProduct, hess, Matrix.of_apply]
  exact Finset.sum_congr rfl fun j _ => mul_comm _ _

/-- Along a trajectory on a C² potential, the gradient obeys the scalar rate law
`g' = -det(H) g`. -/
theorem gradient_rate {V : (ι → ℝ) → ℝ} (hV : ContDiff ℝ 2 V)
    {x : ℝ → ι → ℝ} {I : Set ℝ} (hx : IsTrajectory V x I) {t : ℝ} (ht : t ∈ I) :
    HasDerivAt (fun s => grad V (x s)) (-((hess V (x t)).det • grad V (x t))) t := by
  refine (hasDerivAt_grad hV (hx t ht)).congr_deriv ?_
  -- H adj(H) = det(H) 1 holds for singular H as well
  rw [Matrix.mulVec_neg, Matrix.mulVec_mulVec, Matrix.mul_adjugate,
    Matrix.smul_mulVec, Matrix.one_mulVec]

/-- If `E' = det H` along a trajectory on a C² potential over an open time interval,
then `exp(E) g` has the same value at any two times of the interval. -/
theorem conserved_vector {V : (ι → ℝ) → ℝ} (hV : ContDiff ℝ 2 V)
    {x : ℝ → ι → ℝ} {I : Set ℝ} (hI : IsOpen I) (hc : I.OrdConnected)
    (hx : IsTrajectory V x I) {E : ℝ → ℝ}
    (hE : ∀ t ∈ I, HasDerivAt E (hess V (x t)).det t)
    {s t : ℝ} (hs : s ∈ I) (ht : t ∈ I) :
    Real.exp (E s) • grad V (x s) = Real.exp (E t) • grad V (x t) := by
  have hw : ∀ r ∈ I, HasDerivAt (fun u => Real.exp (E u) • grad V (x u)) 0 r := by
    intro r hr
    have h := (hE r hr).exp.smul (gradient_rate hV hx hr)
    refine h.congr_deriv ?_
    module
  exact hI.is_const_of_deriv_eq_zero hc.isPreconnected
    (fun r hr => (hw r hr).differentiableAt.differentiableWithinAt)
    (fun r hr => (hw r hr).deriv) hs ht

/-- On a C² potential, a trajectory of `x' = -adj(H) g` over an open time interval
containing 0 satisfies `g(x(t)) = exp(-∫₀ᵗ det H(x(s)) ds) g(x(0))`. -/
theorem gradient_along_trajectory {V : (ι → ℝ) → ℝ} (hV : ContDiff ℝ 2 V)
    {x : ℝ → ι → ℝ} {I : Set ℝ} (hI : IsOpen I) (hc : I.OrdConnected)
    (h0 : (0 : ℝ) ∈ I) (hx : IsTrajectory V x I) {t : ℝ} (ht : t ∈ I) :
    grad V (x t) =
      Real.exp (-∫ s in (0 : ℝ)..t, (hess V (x s)).det) • grad V (x 0) := by
  -- the Hessian determinant is continuous along the curve
  have hH : Continuous (fun p => hess V p) := by
    refine continuous_matrix fun i j => ?_
    have h : ContDiff ℝ 0 (fderiv ℝ (fun q => grad V q i)) :=
      (contDiff_grad hV i).fderiv_right (le_of_eq (zero_add 1))
    exact h.continuous.clm_apply continuous_const
  have hd : ContinuousOn (fun s => (hess V (x s)).det) I :=
    hH.matrix_det.comp_continuousOn
      (fun s hs => (hx s hs).continuousAt.continuousWithinAt)
  -- its integral is the exponent E of the conserved vector
  have hE : ∀ u ∈ I, HasDerivAt (fun r => ∫ s in (0 : ℝ)..r, (hess V (x s)).det)
      (hess V (x u)).det u := fun u hu =>
    intervalIntegral.integral_hasDerivAt_right
      (hd.mono (hc.uIcc_subset h0 hu)).intervalIntegrable
      (hd.stronglyMeasurableAtFilter hI u hu) (hd.continuousAt (hI.mem_nhds hu))
  have h := conserved_vector hV hI hc hx hE h0 ht
  simp only [intervalIntegral.integral_same, Real.exp_zero, one_smul] at h
  rw [h, smul_smul, ← Real.exp_add, neg_add_cancel, Real.exp_zero, one_smul]

/-- On a C² potential, if the gradient is nonzero at time 0, then throughout an open
time interval containing 0 it stays nonzero and keeps its direction along a trajectory. -/
theorem gradient_direction_fixed {V : (ι → ℝ) → ℝ} (hV : ContDiff ℝ 2 V)
    {x : ℝ → ι → ℝ} {I : Set ℝ} (hI : IsOpen I) (hc : I.OrdConnected)
    (h0 : (0 : ℝ) ∈ I) (hx : IsTrajectory V x I) (hg : grad V (x 0) ≠ 0)
    {t : ℝ} (ht : t ∈ I) :
    grad V (x t) ≠ 0 ∧ SameRay ℝ (grad V (x 0)) (grad V (x t)) := by
  rw [gradient_along_trajectory hV hI hc h0 hx ht]
  exact ⟨smul_ne_zero (Real.exp_pos _).ne' hg,
    SameRay.sameRay_pos_smul_right _ (Real.exp_pos _)⟩

/-- The model surface `V(x, y) = x³/3 - x + y²/2`. -/
def cubic (q : Fin 2 → ℝ) : ℝ := (q 0 ^ 3 / 3 - q 0) + q 1 ^ 2 / 2

/-- The curve `(tanh t, c / cosh² t)` in the plane. -/
def curve (c t : ℝ) : Fin 2 → ℝ :=
  ![Real.sinh t / Real.cosh t, c / Real.cosh t ^ 2]

/-- The differential of a separable function `φ(x) + ψ(y)` is `φ' dx + ψ' dy`, when `φ`
and `ψ` are differentiable at the coordinates of the point. -/
theorem hasFDerivAt_separable {φ ψ : ℝ → ℝ} {a b : ℝ} (p : Fin 2 → ℝ)
    (hφ : HasDerivAt φ a (p 0)) (hψ : HasDerivAt ψ b (p 1)) :
    HasFDerivAt (fun q : Fin 2 → ℝ => φ (q 0) + ψ (q 1))
      (a • (ContinuousLinearMap.proj 0 : (Fin 2 → ℝ) →L[ℝ] ℝ) +
        b • (ContinuousLinearMap.proj 1 : (Fin 2 → ℝ) →L[ℝ] ℝ)) p := by
  have h0 : HasFDerivAt (fun q : Fin 2 → ℝ => q 0)
      (ContinuousLinearMap.proj 0 : (Fin 2 → ℝ) →L[ℝ] ℝ) p :=
    (ContinuousLinearMap.proj 0 : (Fin 2 → ℝ) →L[ℝ] ℝ).hasFDerivAt
  have h1 : HasFDerivAt (fun q : Fin 2 → ℝ => q 1)
      (ContinuousLinearMap.proj 1 : (Fin 2 → ℝ) →L[ℝ] ℝ) p :=
    (ContinuousLinearMap.proj 1 : (Fin 2 → ℝ) →L[ℝ] ℝ).hasFDerivAt
  exact (hφ.comp_hasFDerivAt p h0).add (hψ.comp_hasFDerivAt p h1)

/-- The model surface has gradient `(x² - 1, y)`. -/
theorem grad_cubic (p : Fin 2 → ℝ) : grad cubic p = ![p 0 ^ 2 - 1, p 1] := by
  have h1 : HasDerivAt (fun u : ℝ => u ^ 3 / 3 - u) (p 0 ^ 2 - 1) (p 0) :=
    (((hasDerivAt_pow 3 (p 0)).div_const 3).fun_sub (hasDerivAt_id' (p 0))).congr_deriv
      (by norm_num)
  have h2 : HasDerivAt (fun u : ℝ => u ^ 2 / 2) (p 1) (p 1) :=
    ((hasDerivAt_pow 2 (p 1)).div_const 2).congr_deriv (by norm_num)
  have hf : fderiv ℝ cubic p = _ := (hasFDerivAt_separable p h1 h2).fderiv
  ext i
  fin_cases i <;> simp [grad, hf]

/-- The model surface has Hessian `diag(2x, 1)`. -/
theorem hess_cubic (p : Fin 2 → ℝ) : hess cubic p = !![2 * p 0, 0; 0, 1] := by
  have h1 : HasDerivAt (fun u : ℝ => u ^ 2 - 1) (2 * p 0) (p 0) :=
    ((hasDerivAt_pow 2 (p 0)).sub_const 1).congr_deriv (by norm_num)
  have e0 : (fun q => grad cubic q 0) = fun q => (q 0 ^ 2 - 1) + 0 := by
    funext q
    simp [grad_cubic]
  have e1 : (fun q => grad cubic q 1) = fun q => 0 + q 1 := by
    funext q
    simp [grad_cubic]
  have f0 := (hasFDerivAt_separable p h1 (hasDerivAt_const (p 1) (0 : ℝ))).fderiv
  have f1 := (hasFDerivAt_separable p (hasDerivAt_const (p 0) (0 : ℝ))
    (hasDerivAt_id' (p 1))).fderiv
  rw [← e0] at f0
  rw [← e1] at f1
  ext i j
  fin_cases i <;> fin_cases j <;> simp [hess, f0, f1]

/-- On the C² model surface, `(tanh t, c / cosh² t)` is a trajectory for all times, with
Hessian determinant `2 tanh t` and gradient `(-1, c) / cosh² t`. -/
theorem singular_crossing_witness (c : ℝ) :
    ContDiff ℝ 2 cubic ∧ IsTrajectory cubic (curve c) Set.univ ∧
      ∀ t, (hess cubic (curve c t)).det = 2 * (Real.sinh t / Real.cosh t) ∧
        grad cubic (curve c t) = (1 / Real.cosh t ^ 2) • ![-1, c] := by
  refine ⟨by unfold cubic; fun_prop, fun t _ => ?_, fun t => ⟨?_, ?_⟩⟩
  · have hc : Real.cosh t ≠ 0 := (Real.cosh_pos t).ne'
    rw [hess_cubic, grad_cubic, Matrix.adjugate_fin_two_of]
    refine hasDerivAt_pi.2 fun i => ?_
    fin_cases i
    · have h := (Real.hasDerivAt_sinh t).fun_div (Real.hasDerivAt_cosh t) hc
      refine h.congr_deriv ?_
      simp [curve]
      field_simp
    · have h := (hasDerivAt_const t c).fun_div ((Real.hasDerivAt_cosh t).fun_pow 2)
        (pow_ne_zero 2 hc)
      refine h.congr_deriv ?_
      simp [curve]
      field_simp
  · simp [hess_cubic, curve, Matrix.det_fin_two]
  · have hc : Real.cosh t ≠ 0 := (Real.cosh_pos t).ne'
    have h1 : (Real.sinh t / Real.cosh t) ^ 2 - 1 = 1 / Real.cosh t ^ 2 * (-1) := by
      field_simp
      linarith [Real.cosh_sq t]
    have h2 : c / Real.cosh t ^ 2 = 1 / Real.cosh t ^ 2 * c := by ring
    rw [grad_cubic]
    ext i
    fin_cases i
    · exact h1
    · exact h2

end

end AdjugateNewtonTrajectory
```

```lean
#print axioms AdjugateNewtonTrajectory.gradient_direction_fixed
```

```
'AdjugateNewtonTrajectory.gradient_direction_fixed' depends on axioms: [propext, Classical.choice, Quot.sound]
```

## The derivation in Lean

`contDiff_grad` obtains the C¹ gradient by evaluating the derivative of `V` on a fixed unit vector. `hasDerivAt_grad` is the chain rule. It works one component at a time and expands the velocity in unit vectors, which turns the action of the derivative into the matrix product \(Hv\).

`gradient_rate` inserts the equation of motion. The rewrite with `Matrix.mul_adjugate` is the identity \(H\operatorname{adj}(H)=\det(H)\mathbf 1\), and no invertibility assumption enters.

`conserved_vector` accepts any `E` whose derivative is \(\det H\) along the curve. The product rule produces the two opposite terms, `module` cancels them, and `IsOpen.is_const_of_deriv_eq_zero` passes from zero derivative to equal values at any two times of the interval.

In `gradient_along_trajectory`, `hH` and `hd` establish continuity of the Hessian and of its determinant along the curve. `hE` is then the fundamental theorem of calculus, which makes the integral an admissible `E`. The last rewrites multiply by the inverse exponential. `gradient_direction_fixed` follows from the positivity of that factor.

For the example, `hasFDerivAt_separable` differentiates a sum \(\varphi(x)+\psi(y)\). `grad_cubic` and `hess_cubic` use it to compute the gradient and Hessian. `singular_crossing_witness` checks the two equations of motion with the quotient rule and `field_simp`, and obtains the gradient from \(\cosh^2t=\sinh^2t+1\).
